# The third-order energy from the first-order state in Rayleigh–Schrödinger theory

## Two levels with one coupling

Take a two-level system with the Hamiltonian $H_0+lV$, where $l$ is a real coupling parameter and

$$
H_0=\begin{pmatrix}0&0\\0&1\end{pmatrix},\qquad
V=\begin{pmatrix}0&1\\1&c\end{pmatrix},\qquad c\in\mathbb R .
$$

The perturbation couples the two states and shifts the upper one by $lc$. The lower energy is

$$
\tfrac12\left(1+lc-\sqrt{(1+lc)^2+4l^2}\right)=-l^2+c\,l^3+O(l^4),
$$

so the third-order coefficient is $c$.

Starting from $p_0=(1,0)$ and choosing the corrections to the state orthogonal to $p_0$, one finds $p_1=(0,-1)$ in first order and $p_2=(0,c)$ in second order. The usual third-order expression uses $p_2$: since $Vp_2=(c,c^2)$, it gives $\langle p_0,Vp_2\rangle=c$. The first-order state alone gives the same number: $Vp_1=(-1,-c)$, hence $\langle p_1,Vp_1\rangle=c$. The third-order coefficient thus follows from $p_1$ and $V$, without solving for $p_2$. In this example the first-order energy $\langle p_0,Vp_0\rangle$ is zero; in general it has to be subtracted from $V$, as shown below.

## Moving the shifted Hamiltonian across the inner product

In general, write the state as $p_0+lp_1+l^2p_2+\dots$ and the energy as $E_0+lE_1+l^2E_2+\dots$. Comparing powers of $l$ in the eigenvalue equation gives

$$
\begin{aligned}
(H_0-E_0)p_0&=0,\\
(H_0-E_0)p_1&=(E_1-V)p_0,\\
(H_0-E_0)p_2&=(E_1-V)p_1+E_2p_0,\\
(H_0-E_0)p_3&=(E_1-V)p_2+E_2p_1+E_3p_0 .
\end{aligned}
$$

Because $H_0$ is symmetric and $E_0$ is real,

$$
\langle (H_0-E_0)p_1,p_2\rangle=\langle p_1,(H_0-E_0)p_2\rangle .
$$

Insert the first-order equation on the left and the second-order equation on the right. With $V$ symmetric and $E_1$ real, this reads

$$
E_1\langle p_0,p_2\rangle-\langle p_0,Vp_2\rangle
=-\langle p_1,(V-E_1)p_1\rangle+E_2\langle p_1,p_0\rangle ,
$$

and therefore

$$
\langle p_0,Vp_2\rangle=E_1\langle p_0,p_2\rangle+\langle p_1,(V-E_1)p_1\rangle-E_2\langle p_1,p_0\rangle .
$$

If $p_1$ and $p_2$ are orthogonal to $p_0$, only the middle term remains:

$$
\langle p_0,Vp_2\rangle=\langle p_1,(V-E_1)p_1\rangle .
$$

This is the lowest nontrivial case of Wigner's $2n+1$ rule, with $n=1$; higher orders are not treated here.

## Why this number is the third-order energy

Projecting the second- and third-order equations on $p_0$ makes their left sides vanish, by the zeroth-order equation. The results are

$$
\begin{aligned}
E_2\langle p_0,p_0\rangle&=\langle p_0,(V-E_1)p_1\rangle,\\
E_3\langle p_0,p_0\rangle&=\langle p_0,Vp_2\rangle-E_1\langle p_0,p_2\rangle-E_2\langle p_0,p_1\rangle\\
&=\langle p_1,(V-E_1)p_1\rangle-E_2\big(\langle p_1,p_0\rangle+\langle p_0,p_1\rangle\big).
\end{aligned}
$$

The overlap of $p_2$ with $p_0$ has cancelled. If $p_0$ is normalised and $p_1$ is orthogonal to it, this becomes $E_3=\langle p_1,(V-E_1)p_1\rangle$.

These formulas also determine the expectation value of the Hamiltonian in the first-order state $\psi=p_0+lp_1$. Since $\psi$ is not normalised, this value is $\langle\psi,(H_0+lV)\psi\rangle$ divided by $\langle\psi,\psi\rangle$. Let $p_0$ be normalised and $p_1$ orthogonal to it. The equations of orders zero and one give

$$
(H_0+lV)\psi=(E_0+lE_1)\psi+l^2(V-E_1)p_1 .
$$

Taking the inner product with $\psi$ turns the last term into $l^2E_2+l^3E_3$. Since $\langle\psi,\psi\rangle=1+l^2\langle p_1,p_1\rangle$,

$$
\langle\psi,(H_0+lV)\psi\rangle=(E_0+lE_1+l^2E_2+l^3E_3)\langle\psi,\psi\rangle-l^4(E_2+lE_3)\langle p_1,p_1\rangle .
$$

## Energy denominators and the MP3 sum

Let $e_i$ be an eigenvector of $H_0$ with eigenvalue $\varepsilon_i\neq E_0$, orthogonal to $p_0$. Projecting the first-order equation on it gives $(\varepsilon_i-E_0)\langle e_i,p_1\rangle=-\langle e_i,Vp_0\rangle$, so

$$
\langle e_i,p_1\rangle=\frac{\langle e_i,Vp_0\rangle}{E_0-\varepsilon_i}.
$$

If $p_1=\sum_i\langle e_i,p_1\rangle e_i$ with such eigenvectors, and $p_2$ is orthogonal to $p_0$, inserting this expansion on both sides of $V-E_1$ yields

$$
\langle p_0,Vp_2\rangle=\sum_{i,j}\frac{\langle p_0,Ve_i\rangle}{E_0-\varepsilon_i}\,
\langle e_i,(V-E_1)e_j\rangle\,\frac{\langle e_j,Vp_0\rangle}{E_0-\varepsilon_j}.
$$

In Møller–Plesset theory with a finite orbital basis and nonzero energy denominators, the amplitudes that enter MP2 thus also suffice for MP3, which additionally needs the matrix elements of $V-E_1$ between excited determinants.

## A first-order state that overlaps with $p_0$

Return to the two-level system with $c=0$, but choose $p_1=(1,-1)$. The first-order equation still holds, because adding a multiple of $p_0$ does not change its left side. The second-order equation is solved by $p_2=(0,-1)$, which is orthogonal to $p_0$. Now $\langle p_0,Vp_2\rangle=-1$, while $\langle p_1,Vp_1\rangle=-2$. The claimed equality fails, and neither number is the third-order energy, which is $0$. The overlap terms in the formula for $E_3$ restore the correct value.

## The operators and equations in Lean

The space `F` is any complex inner-product space, of finite or infinite dimension. `H0` and `V` are linear maps defined on all of `F`, and `IsSymmetric` says that they can be moved across the inner product. An unbounded Hamiltonian therefore fits only if `F` is a domain that the operators map into itself. The bracket `⟪x, y⟫_ℂ` is conjugate-linear in its first argument. The energies are real numbers, written `(E0 : ℂ)` where they multiply vectors.

The main theorem, `third_order_from_first_order`, assumes symmetry, the first- and second-order equations and the two orthogonality conditions. It needs neither the zeroth-order equation nor a normalised $p_0$. The structure `RSEquations` collects all four equations and so, for $p_0\neq0$, gives `E3` its meaning as an energy coefficient. Solutions are assumed to exist, and convergence of the perturbation series is not addressed.

The sum over states is finite, and the hypothesis `hexp` states that the chosen eigenvectors suffice to expand $p_1$. Slater determinants and two-electron integrals do not appear. In `expectation_first_order_state`, the docstring uses "expectation value" for the inner product before division by the squared norm; the theorem assumes that $p_0$ is normalised and $p_1$ orthogonal to it.

```lean
import Mathlib

open scoped InnerProductSpace

namespace ThirdOrderEnergy

noncomputable section

variable {F : Type*} [NormedAddCommGroup F] [InnerProductSpace ℂ F]

/-- The Rayleigh–Schrödinger equations of orders zero to three for the Hamiltonian `H0 + l V`,
with energy coefficients `E0, E1, E2, E3` and state corrections `p0, p1, p2, p3`. -/
structure RSEquations (H0 V : F →ₗ[ℂ] F) (E0 E1 E2 E3 : ℝ) (p0 p1 p2 p3 : F) : Prop where
  order0 : H0 p0 - (E0 : ℂ) • p0 = 0
  order1 : H0 p1 - (E0 : ℂ) • p1 = (E1 : ℂ) • p0 - V p0
  order2 : H0 p2 - (E0 : ℂ) • p2 = (E1 : ℂ) • p1 - V p1 + (E2 : ℂ) • p0
  order3 : H0 p3 - (E0 : ℂ) • p3 =
    (E1 : ℂ) • p2 - V p2 + (E2 : ℂ) • p1 + (E3 : ℂ) • p0

variable {H0 V : F →ₗ[ℂ] F} {E0 E1 E2 E3 : ℝ} {p0 p1 p2 p3 : F}

/-- The shifted Hamiltonian `H0 - E0` can be moved from one side of an inner product
to the other. -/
theorem shifted_symmetric (hH : H0.IsSymmetric) (E0 : ℝ) (x y : F) :
    ⟪H0 x - (E0 : ℂ) • x, y⟫_ℂ = ⟪x, H0 y - (E0 : ℂ) • y⟫_ℂ := by
  rw [inner_sub_left, inner_sub_right, inner_smul_left, inner_smul_right,
    Complex.conj_ofReal, hH x y]

/-- The matrix element `⟨p0, V p2⟩` for arbitrary overlaps between the state corrections. -/
theorem transfer_identity (hH : H0.IsSymmetric) (hV : V.IsSymmetric)
    (eq1 : H0 p1 - (E0 : ℂ) • p1 = (E1 : ℂ) • p0 - V p0)
    (eq2 : H0 p2 - (E0 : ℂ) • p2 = (E1 : ℂ) • p1 - V p1 + (E2 : ℂ) • p0) :
    ⟪p0, V p2⟫_ℂ = E1 * ⟪p0, p2⟫_ℂ + ⟪p1, V p1 - (E1 : ℂ) • p1⟫_ℂ - E2 * ⟪p1, p0⟫_ℂ := by
  -- evaluate `⟨p1, (H0 - E0) p2⟩` with the equation of either order
  have h := shifted_symmetric hH E0 p1 p2
  rw [eq1, eq2] at h
  simp only [inner_sub_left, inner_sub_right, inner_add_right, inner_smul_left,
    inner_smul_right, Complex.conj_ofReal, hV p0 p2] at h ⊢
  linear_combination -h

/-- With `p1` and `p2` orthogonal to `p0`, the third-order energy expression `⟨p0, V p2⟩`
equals `⟨p1, (V - E1) p1⟩`, which contains only the first-order state. -/
theorem third_order_from_first_order (hH : H0.IsSymmetric) (hV : V.IsSymmetric)
    (eq1 : H0 p1 - (E0 : ℂ) • p1 = (E1 : ℂ) • p0 - V p0)
    (eq2 : H0 p2 - (E0 : ℂ) • p2 = (E1 : ℂ) • p1 - V p1 + (E2 : ℂ) • p0)
    (h01 : ⟪p0, p1⟫_ℂ = 0) (h02 : ⟪p0, p2⟫_ℂ = 0) :
    ⟪p0, V p2⟫_ℂ = ⟪p1, V p1 - (E1 : ℂ) • p1⟫_ℂ := by
  rw [transfer_identity hH hV eq1 eq2, h02, inner_eq_zero_symm.mp h01]
  ring

/-- The second-order energy, times the squared norm of `p0`, is `⟨p0, (V - E1) p1⟩`. -/
theorem second_order_energy (hH : H0.IsSymmetric)
    (h : RSEquations H0 V E0 E1 E2 E3 p0 p1 p2 p3) :
    E2 * ⟪p0, p0⟫_ℂ = ⟪p0, V p1 - (E1 : ℂ) • p1⟫_ℂ := by
  have h2 := shifted_symmetric hH E0 p0 p2
  rw [h.order0, h.order2, inner_zero_left] at h2
  simp only [inner_sub_right, inner_add_right, inner_smul_right] at h2 ⊢
  linear_combination -h2

/-- The third-order energy for any normalization of the state corrections, expressed
through `p0`, `p1` and the lower-order energies. -/
theorem third_order_energy (hH : H0.IsSymmetric) (hV : V.IsSymmetric)
    (h : RSEquations H0 V E0 E1 E2 E3 p0 p1 p2 p3) :
    E3 * ⟪p0, p0⟫_ℂ =
      ⟪p1, V p1 - (E1 : ℂ) • p1⟫_ℂ - E2 * (⟪p1, p0⟫_ℂ + ⟪p0, p1⟫_ℂ) := by
  have hb := transfer_identity hH hV h.order1 h.order2
  -- project the third-order equation on `p0`
  have h3 := shifted_symmetric hH E0 p0 p3
  rw [h.order0, h.order3, inner_zero_left] at h3
  simp only [inner_sub_right, inner_add_right, inner_smul_right] at h3 hb ⊢
  linear_combination hb - h3

/-- The expectation value of `H0 + l V` in the first-order state `p0 + l p1` is the energy
through third order times the squared norm, minus an explicit remainder with prefactor `l ^ 4`. -/
theorem expectation_first_order_state (hH : H0.IsSymmetric) (hV : V.IsSymmetric)
    (h : RSEquations H0 V E0 E1 E2 E3 p0 p1 p2 p3)
    (h00 : ⟪p0, p0⟫_ℂ = 1) (h01 : ⟪p0, p1⟫_ℂ = 0) (l : ℝ) :
    ⟪p0 + (l : ℂ) • p1, H0 (p0 + (l : ℂ) • p1) + (l : ℂ) • V (p0 + (l : ℂ) • p1)⟫_ℂ =
      (E0 + l * E1 + l ^ 2 * E2 + l ^ 3 * E3) * ⟪p0 + (l : ℂ) • p1, p0 + (l : ℂ) • p1⟫_ℂ
        - l ^ 4 * (E2 + l * E3) * ⟪p1, p1⟫_ℂ := by
  have h10 : ⟪p1, p0⟫_ℂ = 0 := inner_eq_zero_symm.mp h01
  have ha := second_order_energy hH h
  have hb := third_order_energy hH hV h
  rw [h00, mul_one] at ha
  rw [h00, h10, h01, add_zero, mul_zero, sub_zero, mul_one] at hb
  -- the first-order state solves the eigenvalue equation up to a term in `l ^ 2`
  have key : H0 (p0 + (l : ℂ) • p1) + (l : ℂ) • V (p0 + (l : ℂ) • p1) =
      ((E0 : ℂ) + l * E1) • (p0 + (l : ℂ) • p1)
        + ((l : ℂ) ^ 2) • (V p1 - (E1 : ℂ) • p1) := by
    simp only [map_add, map_smul]
    linear_combination (norm := module) h.order0 + (l : ℂ) • h.order1
  have expand : ∀ (x u w : F) (c d : ℂ),
      ⟪x, c • u + d • w⟫_ℂ = c * ⟪x, u⟫_ℂ + d * ⟪x, w⟫_ℂ := by
    intro x u w c d
    rw [inner_add_right, inner_smul_right, inner_smul_right]
  have split : ∀ w : F, ⟪p0 + (l : ℂ) • p1, w⟫_ℂ = ⟪p0, w⟫_ℂ + l * ⟪p1, w⟫_ℂ := by
    intro w
    rw [inner_add_left, inner_smul_left, Complex.conj_ofReal]
  have hn : ⟪p0 + (l : ℂ) • p1, p0 + (l : ℂ) • p1⟫_ℂ = 1 + (l : ℂ) ^ 2 * ⟪p1, p1⟫_ℂ := by
    simp only [split, inner_add_right, inner_smul_right, h00, h01, h10]
    ring
  rw [key, expand, hn, split, ← ha, ← hb]
  ring

/-- The first-order amplitude of an eigenvector `e` of `H0` orthogonal to `p0` is its coupling
to `p0` divided by the energy difference. -/
theorem first_order_amplitude (hH : H0.IsSymmetric)
    (eq1 : H0 p1 - (E0 : ℂ) • p1 = (E1 : ℂ) • p0 - V p0)
    {e : F} {ε : ℝ} (he : H0 e = (ε : ℂ) • e) (he0 : ⟪e, p0⟫_ℂ = 0) (hε : E0 ≠ ε) :
    ⟪e, p1⟫_ℂ = ⟪e, V p0⟫_ℂ / ((E0 : ℂ) - ε) := by
  have hne : (E0 : ℂ) - ε ≠ 0 := sub_ne_zero.mpr (by exact_mod_cast hε)
  have h := shifted_symmetric hH E0 e p1
  rw [he, eq1] at h
  simp only [inner_sub_left, inner_sub_right, inner_smul_left, inner_smul_right,
    Complex.conj_ofReal, he0] at h
  rw [eq_div_iff hne]
  linear_combination -h

/-- The third-order energy expression as a double sum over excited eigenvectors of `H0` in which
`p1` can be expanded, with one energy denominator for each of the two states. -/
theorem third_order_sum_over_states {ι : Type*} [Fintype ι]
    (hH : H0.IsSymmetric) (hV : V.IsSymmetric)
    (eq1 : H0 p1 - (E0 : ℂ) • p1 = (E1 : ℂ) • p0 - V p0)
    (eq2 : H0 p2 - (E0 : ℂ) • p2 = (E1 : ℂ) • p1 - V p1 + (E2 : ℂ) • p0)
    (h01 : ⟪p0, p1⟫_ℂ = 0) (h02 : ⟪p0, p2⟫_ℂ = 0)
    (e : ι → F) (ε : ι → ℝ) (he : ∀ i, H0 (e i) = (ε i : ℂ) • e i)
    (he0 : ∀ i, ⟪e i, p0⟫_ℂ = 0) (hε : ∀ i, E0 ≠ ε i)
    (hexp : p1 = ∑ i, ⟪e i, p1⟫_ℂ • e i) :
    ⟪p0, V p2⟫_ℂ = ∑ i, ∑ j, ⟪p0, V (e i)⟫_ℂ / ((E0 : ℂ) - ε i)
      * ⟪e i, V (e j) - (E1 : ℂ) • e j⟫_ℂ * (⟪e j, V p0⟫_ℂ / ((E0 : ℂ) - ε j)) := by
  have ha := fun i => first_order_amplitude hH eq1 (he i) (he0 i) (hε i)
  have hc : ∀ i, ⟪p1, e i⟫_ℂ = ⟪p0, V (e i)⟫_ℂ / ((E0 : ℂ) - ε i) := by
    intro i
    rw [← inner_conj_symm p1 (e i), ha i, map_div₀, inner_conj_symm, hV p0 (e i),
      map_sub, Complex.conj_ofReal, Complex.conj_ofReal]
  -- expand the first-order state on the right and on the left
  have hw : V p1 - (E1 : ℂ) • p1 = ∑ j, ⟪e j, p1⟫_ℂ • (V (e j) - (E1 : ℂ) • e j) := by
    conv_lhs => rw [hexp]
    rw [map_sum, Finset.smul_sum, ← Finset.sum_sub_distrib]
    refine Finset.sum_congr rfl fun j _ => ?_
    rw [map_smul]
    module
  have hl : ∀ w : F, ⟪p1, w⟫_ℂ = ∑ i, ⟪p1, e i⟫_ℂ * ⟪e i, w⟫_ℂ := by
    intro w
    conv_lhs => rw [hexp]
    rw [sum_inner]
    refine Finset.sum_congr rfl fun i _ => ?_
    rw [inner_smul_left, inner_conj_symm]
  rw [third_order_from_first_order hH hV eq1 eq2 h01 h02, hl]
  refine Finset.sum_congr rfl fun i _ => ?_
  rw [hw, inner_sum, Finset.mul_sum]
  refine Finset.sum_congr rfl fun j _ => ?_
  rw [inner_smul_right, hc i, ha j]
  ring

/-- The operator of a two-level system with diagonal elements `a`, `d` and real coupling `b`. -/
def twoLevel (a b d : ℝ) : EuclideanSpace ℂ (Fin 2) →ₗ[ℂ] EuclideanSpace ℂ (Fin 2) where
  toFun x := !₂[(a : ℂ) * x 0 + b * x 1, (b : ℂ) * x 0 + d * x 1]
  map_add' x y := by ext i; fin_cases i <;> simp <;> ring
  map_smul' c x := by ext i; fin_cases i <;> simp <;> ring

/-- The operator `twoLevel a b d` is symmetric for all real `a`, `b` and `d`. -/
theorem twoLevel_symmetric (a b d : ℝ) : (twoLevel a b d).IsSymmetric := by
  intro x y
  simp [twoLevel, PiLp.inner_apply, Fin.sum_univ_two]
  ring

/-- A two-level system with level spacing 1, coupling 1 and excited-state shift `c` satisfies
the equations through third order, with second-order energy `-1` and third-order energy `c`. -/
theorem rsEquations_witness (c : ℝ) :
    RSEquations (twoLevel 0 0 1) (twoLevel 0 1 c) 0 0 (-1) c
      !₂[1, 0] !₂[0, -1] !₂[0, (c : ℂ)] !₂[0, 1 - (c : ℂ) ^ 2] ∧
    ⟪(!₂[1, 0] : EuclideanSpace ℂ (Fin 2)), !₂[1, 0]⟫_ℂ = 1 ∧
    ⟪(!₂[1, 0] : EuclideanSpace ℂ (Fin 2)), !₂[0, -1]⟫_ℂ = 0 ∧
    ⟪(!₂[1, 0] : EuclideanSpace ℂ (Fin 2)), !₂[0, (c : ℂ)]⟫_ℂ = 0 := by
  refine ⟨⟨?_, ?_, ?_, ?_⟩, ?_, ?_, ?_⟩
  · ext i; fin_cases i <;> simp [twoLevel]
  · ext i; fin_cases i <;> simp [twoLevel]
  · ext i; fin_cases i <;> simp [twoLevel]
  · ext i
    fin_cases i <;> simp [twoLevel]
    ring
  all_goals
    rw [PiLp.inner_apply, Fin.sum_univ_two]
    simp

end

end ThirdOrderEnergy
```

```lean
#print axioms ThirdOrderEnergy.expectation_first_order_state
#print axioms ThirdOrderEnergy.third_order_sum_over_states
#print axioms ThirdOrderEnergy.twoLevel_symmetric
```

```
'ThirdOrderEnergy.expectation_first_order_state' depends on axioms: [propext, Classical.choice, Quot.sound]
'ThirdOrderEnergy.third_order_sum_over_states' depends on axioms: [propext, Classical.choice, Quot.sound]
'ThirdOrderEnergy.twoLevel_symmetric' depends on axioms: [propext, Classical.choice, Quot.sound]
```

## How the proof follows the algebra

`shifted_symmetric` is the step that moves $H_0-E_0$; the reality of $E_0$ enters through `Complex.conj_ofReal`. `transfer_identity` applies it to $p_1$ and $p_2$, rewrites both sides with `eq1` and `eq2`, and expands the inner products. `linear_combination -h` then solves the resulting equation for $\langle p_0,Vp_2\rangle$. The main theorem sets the two overlaps to zero, using `inner_eq_zero_symm` to reverse the order in $\langle p_0,p_1\rangle=0$.

`second_order_energy` and `third_order_energy` use the same move with $p_0$ on the left, where `order0` makes one side vanish. The third-order proof combines this projection with `transfer_identity`.

In `expectation_first_order_state`, `key` is the equation for $(H_0+lV)\psi$, obtained by adding the zeroth-order equation to $l$ times the first-order one. `hn` computes the squared norm, and the two energy formulas replace the remaining matrix elements.

`first_order_amplitude` projects on an eigenvector and divides by the nonzero energy difference. In `third_order_sum_over_states`, `ha` supplies the amplitudes and `hc` their conjugates, while `hw` and `hl` expand $p_1$ to the right and to the left of the operator.

Finally, `twoLevel` defines the real symmetric $2\times2$ operators, and `twoLevel_symmetric` checks their symmetry. `rsEquations_witness` verifies, component by component, that the opening example satisfies all four equations for every real $c$, with $p_3=(0,1-c^2)$, $E_2=-1$ and $E_3=c$, together with the normalisation and orthogonality conditions.
